# The octahedral 26-point rule is exact on monomials up to degree 7 for exactly one set of weights

In variational Monte Carlo with a nonlocal effective core potential, the local energy requires an angular integral for each electron close to an ion. The electron is moved over a sphere around the nucleus, and the ratio of the wavefunction at the new and old positions is averaged against a Legendre polynomial. In practice a weighted sum over a few directions replaces the average. The weights below make that sum exact when the whole integrand, restricted to the sphere, is a polynomial of degree at most 7; a general wavefunction ratio also has higher components, and these can leave an error.

The directions are the 6 vertices, 12 edge midpoints and 8 face centres of a regular octahedron, all scaled to unit length. The face centres point to the corners of a cube and are called corners below. Each vertex has weight A, each edge direction B and each corner C. The rule reproduces the sphere average of every monomial xⁱ yʲ zᵏ with i + j + k ≤ 7 if and only if

A = 1/21, B = 4/105, C = 9/280.

In Lean 4 with Mathlib:

```lean
import Mathlib

open Real
local notation:10000 n "‼" => Nat.doubleFactorial n

namespace OctahedralQuadrature

noncomputable section
```

## The average and the rule

The test functions are monomials in the Cartesian components of a direction, with natural-number exponents. The constant function is the case i = j = k = 0.

```lean
/-- The monomial `x^i y^j z^k` in the Cartesian components of a direction. -/
def mono (i j k : ℕ) (x y z : ℝ) : ℝ := x ^ i * y ^ j * z ^ k
```

Write ⟨f⟩ for the average over the unit sphere. With polar angle θ and azimuth φ,

⟨f⟩ = (1/4π) ∫₀^π ∫₀^{2π} f(sin θ cos φ, sin θ sin φ, cos θ) sin θ dφ dθ.

This integral is the definition of `sphereAverage`, so the moments have to be computed and are not postulated.

```lean
/-- The average of a function over the unit sphere, as an integral over the polar angle `θ`
and the azimuth `φ` with surface element `sin θ dφ dθ`, divided by `4π`. -/
def sphereAverage (f : ℝ → ℝ → ℝ → ℝ) : ℝ :=
  (∫ θ in (0 : ℝ)..π, ∫ φ in (0 : ℝ)..(2 * π),
    f (sin θ * cos φ) (sin θ * sin φ) (cos θ) * sin θ) / (4 * π)
```

The directions are generated by signs s, t, u = ±1. A sum over one sign is

g(1) + g(−1).

```lean
/-- The sum of a function over the two signs `+1` and `-1`. -/
def signSum (g : ℝ → ℝ) : ℝ := g 1 + g (-1)
```

The vertices are (s, 0, 0) and its permutations, the edge directions are (s/√2, t/√2, 0) and its permutations, and the corners are (s/√3, t/√3, u/√3). In `octRule` the weights are arbitrary real numbers belonging to single points. Neither positivity nor the normalisation 6A + 12B + 8C = 1 is assumed.

```lean
/-- The octahedral 26-point rule: weight `A` on the 6 vertex directions, `B` on the 12 edge
directions and `C` on the 8 corner directions. -/
def octRule (A B C : ℝ) (f : ℝ → ℝ → ℝ → ℝ) : ℝ :=
  A * signSum (fun s => f s 0 0 + f 0 s 0 + f 0 0 s)
  + B * signSum (fun s => signSum fun t =>
      f (s / √2) (t / √2) 0 + f (s / √2) 0 (t / √2) + f 0 (s / √2) (t / √2))
  + C * signSum (fun s => signSum fun t => signSum fun u => f (s / √3) (t / √3) (u / √3))
```

## Moments of the sphere

Both angular integrals have the form

T(b; m, k) = ∫₀^b sinᵐx cosᵏx dx,

which is `trigInt b m k`.

```lean
/-- The integral of `sin^m cos^k` from `0` to `b`. -/
def trigInt (b : ℝ) (m k : ℕ) : ℝ := ∫ x in (0 : ℝ)..b, sin x ^ m * cos x ^ k
```

Let sin b = 0. The derivative of sinᵐ⁺¹x cosᵏ⁺¹x is

(m+1) sinᵐx cosᵏ⁺²x − (k+1) sinᵐ⁺²x cosᵏx.

Its integral from 0 to b vanishes, because the sine is zero at both ends. Together with sin² + cos² = 1 this gives

(m+1) T(b; m, k+2) = (k+1) T(b; m+2, k),
T(b; m, k+2) + T(b; m+2, k) = T(b; m, k).

Eliminating one unknown at a time yields

(m+k+2) T(b; m+2, k) = (m+1) T(b; m, k),
(m+k+2) T(b; m, k+2) = (k+1) T(b; m, k).

In the proof, `h1` and `h2` are the two relations before elimination, and `linear_combination` carries out the elimination.

```lean
/-- Reduction formulas for the integrals of `sin^m cos^k` from `0` to a zero `b` of the sine:
either exponent can be lowered by two. -/
theorem trigInt_reduction (b : ℝ) (hb : sin b = 0) (m k : ℕ) :
    ((m : ℝ) + k + 2) * trigInt b (m + 2) k = (m + 1) * trigInt b m k ∧
    ((m : ℝ) + k + 2) * trigInt b m (k + 2) = (k + 1) * trigInt b m k := by
  have hc : ∀ p q : ℕ, IntervalIntegrable (fun x : ℝ => sin x ^ p * cos x ^ q)
      MeasureTheory.volume 0 b :=
    fun p q => Continuous.intervalIntegrable (by fun_prop) 0 b
  -- integrate the derivative of sin^(m+1) cos^(k+1); the boundary terms vanish
  have hd : ∀ x : ℝ, HasDerivAt (fun x : ℝ => sin x ^ (m + 1) * cos x ^ (k + 1))
      (((m : ℝ) + 1) * (sin x ^ m * cos x ^ (k + 2))
        - ((k : ℝ) + 1) * (sin x ^ (m + 2) * cos x ^ k)) x := by
    intro x
    refine (((hasDerivAt_sin x).fun_pow (m + 1)).fun_mul
      ((hasDerivAt_cos x).fun_pow (k + 1))).congr_deriv ?_
    simp only [Nat.add_sub_cancel, Nat.cast_add, Nat.cast_one]
    ring
  have key : (∫ x in (0 : ℝ)..b, (((m : ℝ) + 1) * (sin x ^ m * cos x ^ (k + 2))
        - ((k : ℝ) + 1) * (sin x ^ (m + 2) * cos x ^ k)))
      = sin b ^ (m + 1) * cos b ^ (k + 1) - sin 0 ^ (m + 1) * cos 0 ^ (k + 1) :=
    intervalIntegral.integral_eq_sub_of_hasDerivAt (fun x _ => hd x)
      (((hc _ _).const_mul _).sub ((hc _ _).const_mul _))
  rw [intervalIntegral.integral_sub ((hc _ _).const_mul _) ((hc _ _).const_mul _),
    intervalIntegral.integral_const_mul, intervalIntegral.integral_const_mul, hb, sin_zero,
    zero_pow (Nat.succ_ne_zero m), zero_mul, zero_mul, sub_zero] at key
  have h1 : ((m : ℝ) + 1) * trigInt b m (k + 2) - (k + 1) * trigInt b (m + 2) k = 0 := key
  -- sin² + cos² = 1 under the integral
  have h2 : trigInt b m (k + 2) + trigInt b (m + 2) k = trigInt b m k := by
    unfold trigInt
    rw [← intervalIntegral.integral_add (hc _ _) (hc _ _)]
    congr 1
    ext x
    linear_combination (sin x ^ m * cos x ^ k) * sin_sq_add_cos_sq x
  constructor
  · linear_combination ((m : ℝ) + 1) * h2 - h1
  · linear_combination ((k : ℝ) + 1) * h2 + h1
```

In spherical angles the integrand of a monomial, including the surface factor, is

sinⁱ⁺ʲ⁺¹θ cosᵏθ · sinʲφ cosⁱφ,

so the double integral factorises:

⟨xⁱ yʲ zᵏ⟩ = T(π; i+j+1, k) T(2π; j, i) / 4π.

```lean
/-- The sphere average of a monomial is a polar integral times an azimuthal integral,
divided by `4π`. -/
theorem sphereAverage_mono (i j k : ℕ) : sphereAverage (mono i j k) =
    trigInt π (i + j + 1) k * trigInt (2 * π) j i / (4 * π) := by
  have h : ∀ θ φ : ℝ, mono i j k (sin θ * cos φ) (sin θ * sin φ) (cos θ) * sin θ
      = (sin θ ^ (i + j + 1) * cos θ ^ k) * (sin φ ^ j * cos φ ^ i) := by
    intro θ φ
    unfold mono
    ring
  simp only [sphereAverage, h, intervalIntegral.integral_const_mul,
    intervalIntegral.integral_mul_const, trigInt]
```

Now raise i by two. The polar and azimuthal factors obey

(i+j+k+3) T(π; i+j+3, k) = (i+j+2) T(π; i+j+1, k),
(i+j+2) T(2π; j, i+2) = (i+1) T(2π; j, i).

Multiplying the first by T(2π; j, i+2) and then using the second gives

(i+j+k+3) ⟨xⁱ⁺² yʲ zᵏ⟩ = (i+1) ⟨xⁱ yʲ zᵏ⟩.

Raising j works the same way and gives the factor j+1. Raising k changes only the polar integral and gives k+1.

```lean
/-- Recursion for the sphere averages of monomials when the exponent of `x`, of `y` or of `z`
is raised by two. -/
theorem sphereAverage_step (i j k : ℕ) :
    ((i : ℝ) + j + k + 3) * sphereAverage (mono (i + 2) j k)
      = (i + 1) * sphereAverage (mono i j k) ∧
    ((i : ℝ) + j + k + 3) * sphereAverage (mono i (j + 2) k)
      = (j + 1) * sphereAverage (mono i j k) ∧
    ((i : ℝ) + j + k + 3) * sphereAverage (mono i j (k + 2))
      = (k + 1) * sphereAverage (mono i j k) := by
  obtain ⟨p1, p2⟩ := trigInt_reduction π sin_pi (i + j + 1) k
  obtain ⟨q1, q2⟩ := trigInt_reduction (2 * π) sin_two_pi j i
  push_cast at p1 p2
  simp only [sphereAverage_mono]
  rw [show i + 2 + j + 1 = i + j + 1 + 2 by ring, show i + (j + 2) + 1 = i + j + 1 + 2 by ring]
  refine ⟨?_, ?_, ?_⟩
  · linear_combination (trigInt (2 * π) j (i + 2) / (4 * π)) * p1
      + (trigInt π (i + j + 1) k / (4 * π)) * q2
  · linear_combination (trigInt (2 * π) (j + 2) i / (4 * π)) * p1
      + (trigInt π (i + j + 1) k / (4 * π)) * q1
  · linear_combination (trigInt (2 * π) j i / (4 * π)) * p2
```

The starting value is ⟨1⟩ = 2 · 2π / 4π = 1. For even exponents i = 2a, j = 2b, k = 2c, each application of the recursion puts one odd factor in the numerator and one in the denominator, so that

⟨x²ᵃ y²ᵇ z²ᶜ⟩ = (2a−1)!! (2b−1)!! (2c−1)!! / (2a+2b+2c+1)!!, with (−1)!! = 1.

The proof is an induction on c, then b, then a, and holds for every degree. For exponent zero, natural-number subtraction turns `2 * a - 1` into 0, and 0!! = 1 agrees with the convention.

```lean
/-- The sphere average of a monomial with even exponents is a ratio of double factorials,
where the double factorial belonging to exponent zero is one. -/
theorem sphereAverage_even (a b c : ℕ) : sphereAverage (mono (2 * a) (2 * b) (2 * c)) =
    ((2 * a - 1)‼ : ℝ) * ((2 * b - 1)‼ : ℝ) * ((2 * c - 1)‼ : ℝ)
      / ((2 * a + 2 * b + 2 * c + 1)‼ : ℝ) := by
  have df : ∀ n : ℕ, (2 * n + 2 - 1)‼ = (2 * n + 1) * (2 * n - 1)‼ :=
    fun n => Nat.doubleFactorial_add_one (2 * n)
  have h0 : sphereAverage (mono 0 0 0) = 1 := by
    have h1 : trigInt π (0 + 0 + 1) 0 = 2 := by norm_num [trigInt, integral_sin]
    have h2 : trigInt (2 * π) 0 0 = 2 * π := by simp [trigInt]
    rw [sphereAverage_mono, h1, h2, div_eq_one_iff_eq (by positivity)]
    ring
  rw [eq_div_iff (Nat.cast_ne_zero.mpr (Nat.doubleFactorial_pos _).ne')]
  -- raise the exponents two at a time, starting from the constant function
  induction a with
  | zero =>
    induction b with
    | zero =>
      induction c with
      | zero => norm_num [h0, Nat.doubleFactorial]
      | succ c ih =>
        have h := (sphereAverage_step (2 * 0) (2 * 0) (2 * c)).2.2
        rw [show 2 * (c + 1) = 2 * c + 2 by ring, df c,
          show 2 * 0 + 2 * 0 + (2 * c + 2) + 1 = 2 * 0 + 2 * 0 + 2 * c + 1 + 2 by ring,
          Nat.doubleFactorial_add_two]
        push_cast at h ih ⊢
        linear_combination ((2 * 0 + 2 * 0 + 2 * c + 1)‼ : ℝ) * h + (2 * (c : ℝ) + 1) * ih
    | succ b ih =>
      have h := (sphereAverage_step (2 * 0) (2 * b) (2 * c)).2.1
      rw [show 2 * (b + 1) = 2 * b + 2 by ring, df b,
        show 2 * 0 + (2 * b + 2) + 2 * c + 1 = 2 * 0 + 2 * b + 2 * c + 1 + 2 by ring,
        Nat.doubleFactorial_add_two]
      push_cast at h ih ⊢
      linear_combination ((2 * 0 + 2 * b + 2 * c + 1)‼ : ℝ) * h + (2 * (b : ℝ) + 1) * ih
  | succ a ih =>
    have h := (sphereAverage_step (2 * a) (2 * b) (2 * c)).1
    rw [show 2 * (a + 1) = 2 * a + 2 by ring, df a,
      show 2 * a + 2 + 2 * b + 2 * c + 1 = 2 * a + 2 * b + 2 * c + 1 + 2 by ring,
      Nat.doubleFactorial_add_two]
    push_cast at h ih ⊢
    linear_combination ((2 * a + 2 * b + 2 * c + 1)‼ : ℝ) * h + (2 * (a : ℝ) + 1) * ih
```

If an exponent is odd, a substitution makes the endpoints of one integral coincide. For i = 2n+1, put v = sin φ:

∫₀^{2π} sinʲφ cos²ⁿ⁺¹φ dφ = ∫₀⁰ vʲ (1−v²)ⁿ dv = 0.

For odd j, v = cos φ runs from 1 to 1. For odd k, v = sin θ runs from 0 to 0.

```lean
/-- The sphere average of a monomial with at least one odd exponent is zero. -/
theorem sphereAverage_odd (i j k : ℕ) (h : Odd i ∨ Odd j ∨ Odd k) :
    sphereAverage (mono i j k) = 0 := by
  rw [sphereAverage_mono]
  rcases h with ⟨n, rfl⟩ | ⟨n, rfl⟩ | ⟨n, rfl⟩
  · have : trigInt (2 * π) j (2 * n + 1) = 0 := by
      rw [trigInt, integral_sin_pow_mul_cos_pow_odd, sin_zero, sin_two_pi,
        intervalIntegral.integral_same]
    rw [this, mul_zero, zero_div]
  · have : trigInt (2 * π) (2 * n + 1) i = 0 := by
      rw [trigInt, integral_sin_pow_odd_mul_cos_pow, cos_zero, cos_two_pi,
        intervalIntegral.integral_same]
    rw [this, mul_zero, zero_div]
  · have : trigInt π (i + j + 1) (2 * n + 1) = 0 := by
      rw [trigInt, integral_sin_pow_mul_cos_pow_odd, sin_zero, sin_pi,
        intervalIntegral.integral_same]
    rw [this, zero_mul, zero_div]
```

## Moments of the rule

The point set is symmetric under reversal of any one coordinate, and reflected points have equal weights. A monomial with an odd exponent changes sign under the matching reflection, so its contributions cancel in pairs or vanish where that coordinate is zero. This holds for all A, B, C.

```lean
/-- For any weights the 26-point rule gives zero on a monomial with at least one odd exponent. -/
theorem octRule_odd (A B C : ℝ) (i j k : ℕ) (h : Odd i ∨ Odd j ∨ Odd k) :
    octRule A B C (mono i j k) = 0 := by
  rcases h with h | h | h <;>
  · simp only [octRule, signSum, mono, neg_div, h.neg_pow, zero_pow h.pos.ne']
    ring
```

On even exponents all signs disappear and only the squares 1, 1/2 and 1/3 of the non-zero components remain. With 0⁰ = 1, the rule gives

2A (0ᵇ0ᶜ + 0ᵃ0ᶜ + 0ᵃ0ᵇ)
+ 4B (2⁻⁽ᵃ⁺ᵇ⁾ 0ᶜ + 2⁻⁽ᵃ⁺ᶜ⁾ 0ᵇ + 2⁻⁽ᵇ⁺ᶜ⁾ 0ᵃ)
+ 8C · 3⁻⁽ᵃ⁺ᵇ⁺ᶜ⁾.

The powers of zero select the points at which the monomial survives.

```lean
/-- The value of the 26-point rule on a monomial with even exponents, for any weights;
here `0 ^ 0 = 1`. -/
theorem octRule_even (A B C : ℝ) (a b c : ℕ) :
    octRule A B C (mono (2 * a) (2 * b) (2 * c)) =
      2 * A * (0 ^ b * 0 ^ c + 0 ^ a * 0 ^ c + 0 ^ a * 0 ^ b)
      + 4 * B * ((1 / 2) ^ (a + b) * 0 ^ c + (1 / 2) ^ (a + c) * 0 ^ b
        + (1 / 2) ^ (b + c) * 0 ^ a)
      + 8 * C * (1 / 3) ^ (a + b + c) := by
  have e2 : (1 / √2) ^ 2 = (1 / 2 : ℝ) := by
    rw [div_pow, Real.sq_sqrt (by norm_num), one_pow]
  have e3 : (1 / √3) ^ 2 = (1 / 3 : ℝ) := by
    rw [div_pow, Real.sq_sqrt (by norm_num), one_pow]
  have z : (0 : ℝ) ^ 2 = 0 := by norm_num
  simp only [octRule, signSum, mono, neg_div, pow_mul, neg_sq, e2, e3, z, one_pow, pow_add]
  generalize (0 : ℝ) ^ a = p
  generalize (0 : ℝ) ^ b = q
  generalize (0 : ℝ) ^ c = r
  ring
```

## Fixing the weights

Suppose the rule is exact up to degree 7. Three monomials are enough to find the weights:

x⁴: 2A + 2B + 8C/9 = 1/5
x²y²: B + 8C/9 = 1/15
x²y²z²: 8C/27 = 1/105

The last line gives C = 9/280, hence 8C/9 = 1/35. The second then gives B = 4/105, and the first A = 1/21.

Conversely, insert these weights. Odd exponents give zero on both sides. Up to permutation, the remaining even monomials of degree at most 6 are

1: 6A + 12B + 8C = 1
x²: 2A + 4B + 8C/3 = 1/3
x⁶: 2A + B + 8C/27 = 1/7
x⁴y²: B/2 + 8C/27 = 1/35

and each right-hand side is the sphere average.

In `octRule_exact_iff` the quantifier over `i j k` stands inside the left-hand side of the equivalence: one set of weights has to serve all monomials at once. The forward direction solves the three equations with `linarith`. The reverse direction separates off the odd exponents, bounds each half-exponent by 3 and checks the finite list with `interval_cases`.

```lean
/-- The octahedral 26-point rule reproduces the sphere averages of all monomials of degree at
most 7 if and only if its weights are `A = 1/21`, `B = 4/105` and `C = 9/280`. -/
theorem octRule_exact_iff (A B C : ℝ) :
    (∀ i j k : ℕ, i + j + k ≤ 7 → octRule A B C (mono i j k) = sphereAverage (mono i j k)) ↔
      A = 1 / 21 ∧ B = 4 / 105 ∧ C = 9 / 280 := by
  constructor
  · intro h
    -- x⁴, x²y² and x²y²z² determine the weights
    have h1 := h (2 * 2) (2 * 0) (2 * 0) (by norm_num)
    have h2 := h (2 * 1) (2 * 1) (2 * 0) (by norm_num)
    have h3 := h (2 * 1) (2 * 1) (2 * 1) (by norm_num)
    rw [octRule_even, sphereAverage_even] at h1 h2 h3
    norm_num [Nat.doubleFactorial] at h1 h2 h3
    refine ⟨?_, ?_, ?_⟩ <;> linarith
  · rintro ⟨rfl, rfl, rfl⟩ i j k hdeg
    by_cases h : Odd i ∨ Odd j ∨ Odd k
    · rw [octRule_odd _ _ _ _ _ _ h, sphereAverage_odd _ _ _ h]
    · simp only [not_or, Nat.not_odd_iff_even, even_iff_two_dvd] at h
      obtain ⟨⟨a, rfl⟩, ⟨b, rfl⟩, ⟨c, rfl⟩⟩ := h
      rw [octRule_even, sphereAverage_even]
      have ha : a ≤ 3 := by omega
      have hb : b ≤ 3 := by omega
      have hc : c ≤ 3 := by omega
      -- only finitely many even exponents remain
      revert hdeg
      interval_cases a <;> interval_cases b <;> interval_cases c <;>
        norm_num [Nat.doubleFactorial]
```

## An l = 1 projection by hand

Let the electron sit in the +z direction, and let the wavefunction ratio on the sphere be (1+z)³/8, which equals 1 at the electron's own position. The l = 1 channel needs the average of

f = z (1+z)³ / 8.

Opposite values of z combine to f(z) + f(−z) = (3z² + z⁴)/4. There is one such pair at z = ±1, and there are four each at z = ±1/√2 and z = ±1/√3; points with z = 0 contribute nothing. The rule gives

A + 7B/4 + 10C/9 = 1/21 + 1/15 + 1/28 = 3/20.

From the moments, ⟨f⟩ = (3⟨z²⟩ + ⟨z⁴⟩)/8 = (1 + 1/5)/8 = 3/20 as well. The projection multiplies this by 2l+1 = 3, which leaves 9/20 times the radial potential of that channel.

## Without the degree bound

If the condition i + j + k ≤ 7 is removed, exactness fails at x⁸:

2A + B/2 + 8C/81 = 30/315 + 6/315 + 1/315 = 37/315,
⟨x⁸⟩ = 1/9 = 35/315.

Other values of A, B and C do not help, since exactness up to degree 8 includes exactness up to degree 7 and so forces the values already found.

```lean
/-- With these weights the rule gives `37/315` for `x^8`, whereas the sphere average
is `1/9`. -/
theorem octRule_degree_eight :
    octRule (1 / 21) (4 / 105) (9 / 280) (mono 8 0 0) = 37 / 315 ∧
      sphereAverage (mono 8 0 0) = 1 / 9 := by
  have h1 := octRule_even (1 / 21) (4 / 105) (9 / 280) 4 0 0
  have h2 := sphereAverage_even 4 0 0
  norm_num [Nat.doubleFactorial] at h1 h2
  constructor
  · norm_num [h1]
  · norm_num [h2]

end

end OctahedralQuadrature
```

```lean
#print axioms OctahedralQuadrature.octRule_exact_iff
-- 'OctahedralQuadrature.octRule_exact_iff' depends on axioms: [propext, Classical.choice, Quot.sound]
#print axioms OctahedralQuadrature.octRule_degree_eight
-- 'OctahedralQuadrature.octRule_degree_eight' depends on axioms: [propext, Classical.choice, Quot.sound]
```
